# Symmetric cycles: $U(t)U(-t)=1$ and a vanishing first Magnus correction

## Definitions and conventions

A cycle is a list $H_0,\dots,H_{N-1}$ of complex square matrices over a finite index set `n`, with $\hbar=1$. Each $H_k$ acts for the same real time $t$. Indices start at $0$, as in `Fin N`; the docstrings count from $1$. Define

$$S_h(t)=e^{-ith},\qquad U(t)=S_{H_{N-1}}(t)\cdots S_{H_0}(t),\qquad M=\sum_{j>k}[H_j,H_k],$$

with $[A,B]=AB-BA$ and later intervals on the left. The mirrored cycle $\tilde H_k=H_{N-1-k}$, in Lean `H k.rev`, has propagator $\tilde U$ and correction $\tilde M$. The derivative in $t$ is taken with an operator norm on matrices.

```lean
import Mathlib

open Matrix Complex
open scoped Matrix.Norms.Operator

namespace SymmetricCycle

noncomputable section

variable {n : Type*} [Fintype n] [DecidableEq n] {N : ℕ}

/-- Evolution `exp(-i t h)` under a constant Hamiltonian `h` for a time `t`. -/
def step (h : Matrix n n ℂ) (t : ℝ) : Matrix n n ℂ :=
  NormedSpace.exp (t • ((-I) • h))

/-- Time-ordered propagator `exp(-i t H_N) ⋯ exp(-i t H_1)` of a sequence of intervals of
length `t`, later intervals standing to the left. -/
def propagator (H : Fin N → Matrix n n ℂ) (t : ℝ) : Matrix n n ℂ :=
  (List.ofFn fun k => step (H k) t).reverse.prod

/-- The commutator `[A, B] = AB - BA`. -/
def bracket (A B : Matrix n n ℂ) : Matrix n n ℂ := A * B - B * A

/-- The first Magnus correction without its prefactor: the sum over `j > k` of `[H_j, H_k]`. -/
def firstCorrection (H : Fin N → Matrix n n ℂ) : Matrix n n ℂ :=
  ∑ j, ∑ k, if k < j then bracket (H j) (H k) else 0

/-- A sequence is symmetric if it equals its mirror image, `H_(N+1-k) = H_k`. -/
def IsSymmetric (H : Fin N → Matrix n n ℂ) : Prop := ∀ k, H k.rev = H k
```

The name of $M$ comes from the expansion $U(t)=\exp\big(-it\sum_kH_k-\tfrac{t^2}{2}M+\dots\big)$. Here `firstCorrection` is defined directly as the double sum; that expansion, its convergence and its higher orders are not derived.

## Piecewise constant, equal intervals, finite dimension

These assumptions sit in the types. Physically, the Hamiltonian switches instantaneously between constant values, as in the toggling frame of ideal pulses. Continuously varying or unbounded Hamiltonians are excluded. Three results need nothing more.

First, $-ith$ commutes with $ith$, so $S_h(t)S_h(-t)=e^0=1$; the proof uses `Matrix.exp_add_of_commute`.

```lean
/-- Evolution for `-t` undoes evolution for `t` under the same Hamiltonian. -/
theorem step_mul_step_neg (h : Matrix n n ℂ) (t : ℝ) : step h t * step h (-t) = 1 := by
  unfold step
  have hc : Commute (t • ((-I) • h)) (-(t • ((-I) • h))) :=
    (Commute.refl (t • ((-I) • h))).neg_right
  rw [neg_smul t, ← Matrix.exp_add_of_commute _ _ hc, add_neg_cancel,
    NormedSpace.exp_zero]
```

Every induction peels off the first interval, $U=U_{\rm tail}S_{H_0}$, where $U_{\rm tail}$ belongs to $H_1,\dots,H_{N-1}$.

```lean
/-- The propagator is that of the later intervals times the evolution in the first interval. -/
theorem propagator_succ (H : Fin (N + 1) → Matrix n n ℂ) (t : ℝ) :
    propagator H t = propagator (fun k : Fin N => H k.succ) t * step (H 0) t := by
  simp [propagator, List.ofFn_succ]
```

**Derivative.** Since $S_h(0)=1$ and $S_h'(0)=-ih$ (`hs0`, `hs`), the product rule gives

$$U'(0)=U_{\rm tail}'(0)\cdot1+1\cdot(-iH_0)=-i\sum_kH_k .$$

This is `hm`. The induction carries $U(0)=1$ along and starts from $N=0$, where $U=1$ and the sum is empty.

```lean
/-- For any sequence `U(0) = 1` and `U'(0) = -i ∑ H_k`. -/
theorem propagator_hasDerivAt (H : Fin N → Matrix n n ℂ) :
    propagator H 0 = 1 ∧ HasDerivAt (propagator H) ((-I) • ∑ k, H k) 0 := by
  have hs0 : ∀ h : Matrix n n ℂ, step h 0 = 1 := fun h => by
    rw [step, zero_smul, NormedSpace.exp_zero]
  have hs : ∀ h : Matrix n n ℂ, HasDerivAt (step h) ((-I) • h) 0 := fun h => by
    have h1 := hasDerivAt_exp_smul_const ((-I) • h) (0 : ℝ)
    rw [zero_smul, NormedSpace.exp_zero, one_mul] at h1
    exact h1
  induction N with
  | zero =>
    have h0 : propagator H = fun _ => 1 := by
      funext t
      simp [propagator]
    rw [h0, Fin.sum_univ_zero, smul_zero]
    exact ⟨rfl, hasDerivAt_const _ _⟩
  | succ N ih =>
    obtain ⟨h1, h2⟩ := ih (fun k : Fin N => H k.succ)
    refine ⟨by rw [propagator_succ, h1, hs0, mul_one], ?_⟩
    -- product rule, both factors being the identity at `t = 0`
    have hm : HasDerivAt (fun t => propagator (fun k : Fin N => H k.succ) t * step (H 0) t)
        (((-I) • ∑ k : Fin N, H k.succ) * step (H 0) 0
          + propagator (fun k : Fin N => H k.succ) 0 * ((-I) • H 0)) 0 :=
      HasDerivAt.fun_mul h2 (hs (H 0))
    rw [hs0, h1, mul_one, one_mul] at hm
    rw [funext (propagator_succ H), Fin.sum_univ_succ, smul_add]
    exact hm.congr_deriv (add_comm _ _)
```

**Telescoping.** Mirroring reverses the factors, $\tilde U(t)=S_{H_0}(t)\cdots S_{H_{N-1}}(t)$; `key` says that composing with `rev` reverses a list.

```lean
/-- The propagator of the mirrored sequence is the product `exp(-i t H_1) ⋯ exp(-i t H_N)`. -/
theorem propagator_mirror (H : Fin N → Matrix n n ℂ) (t : ℝ) :
    propagator (fun k => H k.rev) t = (List.ofFn fun k => step (H k) t).prod := by
  have key : ∀ f : Fin N → Matrix n n ℂ,
      List.ofFn (fun k : Fin N => f k.rev) = (List.ofFn f).reverse := by
    intro f
    apply List.ext_getElem
    · simp
    · intro i h1 h2
      rw [List.getElem_reverse, List.getElem_ofFn, List.getElem_ofFn]
      congr 1
      apply Fin.ext
      show N - (i + 1) = (List.ofFn f).length - 1 - i
      rw [List.length_ofFn]
      omega
  have h : List.ofFn (fun k : Fin N => step (H k.rev) t)
      = (List.ofFn fun k => step (H k) t).reverse := key fun k => step (H k) t
  show (List.ofFn fun k : Fin N => step (H k.rev) t).reverse.prod = _
  rw [h, List.reverse_reverse]
```

Hence in
$$U(t)\tilde U(-t)=S_{H_{N-1}}(t)\cdots S_{H_0}(t)\,S_{H_0}(-t)\cdots S_{H_{N-1}}(-t)$$
the innermost pair cancels, then the next, leaving $1$. Each induction step is one use of `step_mul_step_neg`.

```lean
/-- For any sequence, the propagator at `t` times that of the mirrored sequence at `-t` is
the identity. -/
theorem propagator_mul_mirror (H : Fin N → Matrix n n ℂ) (t : ℝ) :
    propagator H t * propagator (fun k => H k.rev) (-t) = 1 := by
  rw [propagator_mirror]
  induction N with
  | zero => simp [propagator]
  | succ N ih =>
    -- the two innermost factors cancel and the product telescopes
    rw [propagator_succ, List.ofFn_succ, List.prod_cons, mul_assoc,
      ← mul_assoc (step (H 0) t), step_mul_step_neg, one_mul]
    exact ih fun k : Fin N => H k.succ
```

**Sign flip.** Put $j'=N-1-j$ and $k'=N-1-k$, which turns $j>k$ into $j'<k'$, then exchange the names:
$$\tilde M=\sum_{j'<k'}[H_{j'},H_{k'}]=\sum_{j>k}[H_k,H_j]=-M .$$
The first `calc` step reindexes with `Fin.revPerm`; the second uses `Finset.sum_comm` and antisymmetry term by term.

```lean
omit [DecidableEq n] in
/-- Mirroring a sequence reverses the sign of the first Magnus correction. -/
theorem firstCorrection_mirror (H : Fin N → Matrix n n ℂ) :
    firstCorrection (fun k => H k.rev) = -firstCorrection H := by
  calc firstCorrection (fun k => H k.rev)
      = ∑ j, ∑ k, if j < k then bracket (H j) (H k) else 0 := by
        -- the reflection turns `j > k` into `j < k`
        unfold firstCorrection
        refine Fintype.sum_equiv Fin.revPerm _ _ fun j => ?_
        refine Fintype.sum_equiv Fin.revPerm _ _ fun k => ?_
        simp only [Fin.revPerm_apply, Fin.rev_lt_rev]
    _ = -firstCorrection H := by
        -- swap the names and use the antisymmetry of the commutator
        rw [Finset.sum_comm]
        unfold firstCorrection
        rw [← Finset.sum_neg_distrib]
        refine Finset.sum_congr rfl fun j _ => ?_
        rw [← Finset.sum_neg_distrib]
        refine Finset.sum_congr rfl fun k _ => ?_
        split_ifs <;> simp [bracket]
```

An easy slip is to drop the condition `k < j`: the sum over all pairs vanishes by antisymmetry for every cycle, so the statement would become empty.

## Mirror symmetry

`IsSymmetric H` says $H_{N-1-k}=H_k$: the cycle reads the same forwards and backwards. It holds automatically for $N\le1$. By hand it enters only as $\tilde H=H$. Then $\tilde U=U$ gives $U(t)U(-t)=1$, and $\tilde M=M$ gives $M=-M$, so $2M=0$ and $M=0$.

```lean
/-- For a symmetric sequence `U'(0) = -i ∑ H_k`, `U(t) U(-t) = 1` for all `t`, and the first
Magnus correction vanishes. -/
theorem symmetric_cycle (H : Fin N → Matrix n n ℂ) (hH : IsSymmetric H) :
    HasDerivAt (propagator H) ((-I) • ∑ k, H k) 0 ∧
      (∀ t, propagator H t * propagator H (-t) = 1) ∧ firstCorrection H = 0 := by
  have hrev : (fun k => H k.rev) = H := funext hH
  refine ⟨(propagator_hasDerivAt H).2, fun t => ?_, ?_⟩
  · have h := propagator_mul_mirror H t
    rwa [hrev] at h
  · -- the correction equals its own negative
    have h := firstCorrection_mirror H
    rw [hrev] at h
    ext i j
    have hij : firstCorrection H i j = -(firstCorrection H i j) := congrFun (congrFun h i) j
    rw [Matrix.zero_apply]
    linear_combination hij / 2
```

The theorem reads: for any symmetric cycle of complex matrices, $U$ is differentiable at $0$ with derivative $-i\sum_kH_k$, $U(t)U(-t)=1$ for every real $t$, and $M=0$. In the proof `hH` becomes `hrev`, which rewrites the two mirror lemmas; `linear_combination hij / 2` divides by two in each entry. The derivative does not use `hH`. The familiar rule that symmetric cycles lose every odd-order average-Hamiltonian term is reached here at first order only.

## Hermiticity

`herm` makes each $H_k$ an observable. The theorem above does not assume it, so it also covers generators with damping. With it, $(-ith)^\dagger=ith$ gives $S_h(t)^\dagger=S_h(-t)$, and the adjoint reverses products:
$$U(t)^\dagger=S_{H_0}(-t)\cdots S_{H_{N-1}}(-t)=\tilde U(-t)=U(-t).$$
The first equality uses Hermiticity, the last uses symmetry.

```lean
/-- For a symmetric sequence of Hermitian Hamiltonians `U(-t) = U(t)†`. -/
theorem symmetric_cycle_adjoint (H : Fin N → Matrix n n ℂ) (hH : IsSymmetric H)
    (herm : ∀ k, (H k).IsHermitian) (t : ℝ) :
    propagator H (-t) = (propagator H t)ᴴ := by
  have hs : ∀ h : Matrix n n ℂ, h.IsHermitian → (step h t)ᴴ = step h (-t) := fun h hh => by
    unfold step
    rw [← Matrix.exp_conjTranspose, conjTranspose_smul, conjTranspose_smul, hh.eq]
    simp
  have hrev : (fun k => H k.rev) = H := funext hH
  have h := propagator_mirror H (-t)
  rw [hrev] at h
  rw [h]
  clear h hrev hH
  -- the adjoint reverses the order of the factors and the sign of `t`
  induction N with
  | zero => simp [propagator]
  | succ N ih =>
    rw [propagator_succ, conjTranspose_mul, hs _ (herm 0), List.ofFn_succ, List.prod_cons,
      ← ih (fun k : Fin N => H k.succ) fun k => herm k.succ]
```

Hermiticity is consumed in `hs`, symmetry in rewriting `propagator_mirror` by `hrev`, and the induction applies `conjTranspose_mul`. Without Hermiticity, take $N=1$ and the $1\times1$ matrix $H_0=i$: direct evaluation gives $U(t)^\dagger=e^{t}$ but $U(-t)=e^{-t}$.

## Without symmetry

Let $\sigma_x,\sigma_z$ be the Pauli matrices.

```lean
/-- The Pauli matrix `σ_x`. -/
def pauliX : Matrix (Fin 2) (Fin 2) ℂ := !![0, 1; 1, 0]

/-- The Pauli matrix `σ_z`. -/
def pauliZ : Matrix (Fin 2) (Fin 2) ℂ := !![1, 0; 0, -1]

/-- The sequence `(σ_x, σ_z, σ_x)` is symmetric, `[σ_z, σ_x] ≠ 0`, and the first Magnus
correction of the sequence `(σ_x, σ_z)` equals `[σ_z, σ_x]`. -/
theorem symmetric_cycle_witness :
    IsSymmetric ![pauliX, pauliZ, pauliX] ∧ bracket pauliZ pauliX ≠ 0 ∧
      firstCorrection ![pauliX, pauliZ] = bracket pauliZ pauliX := by
  refine ⟨fun k => ?_, fun h => ?_, ?_⟩
  · fin_cases k <;> rfl
  · have h01 := congrFun (congrFun h 0) 1
    norm_num [bracket, pauliX, pauliZ, Matrix.mul_apply, Fin.sum_univ_two] at h01
  · simp [firstCorrection, Fin.sum_univ_two]

end

end SymmetricCycle
```

```lean
#print axioms SymmetricCycle.symmetric_cycle
-- 'SymmetricCycle.symmetric_cycle' depends on axioms: [propext, Classical.choice, Quot.sound]
#print axioms SymmetricCycle.symmetric_cycle_adjoint
-- 'SymmetricCycle.symmetric_cycle_adjoint' depends on axioms: [propext, Classical.choice, Quot.sound]
```

The cycle $(\sigma_x,\sigma_z,\sigma_x)$ is symmetric although $[\sigma_z,\sigma_x]\ne0$, whose $(0,1)$ entry is $2$ (in the proof, `h01` is the claim that this entry is $0$, and `norm_num` refutes it). So `symmetric_cycle` applies to cycles whose terms do not commute. The cycle $(\sigma_x,\sigma_z)$ has the single pair $j=1$, $k=0$, so $M=[\sigma_z,\sigma_x]\neq0$.

It is tempting to read $U(-t)$ as $U(t)^{-1}$ for any Hermitian cycle. Reversing $t$ inverts each factor but keeps their order, and what `propagator_mul_mirror` supplies is $\tilde U(-t)$. For $(\sigma_x,\sigma_z)$ a Taylor expansion gives $U(t)U(-t)=1-t^2[\sigma_z,\sigma_x]+O(t^3)$; neither this nor the scalar example was put through Lean.

## In a calculation

Unequal durations $c_kt$, with real $c_k$, fit the model on replacing $H_k$ by $c_kH_k$. For finite Hermitian matrices $A$ and $B$, the symmetric split-operator step $e^{-itA/2}e^{-itB}e^{-itA/2}$ is the cycle $(A/2,B,A/2)$, with $\sum_kH_k=A+B$ and $M=0$. If the exponentials are evaluated to rounding accuracy, a step $-t$ after a step $t$ must restore the initial state up to rounding. A program can use this as a test, but passing it does not prove that the ordering is the intended one: the cycle $(B/2,A,B/2)$ passes too. In magnetic resonance, for a finite spin system with ideal pulses, and an internal Hamiltonian that is constant during each delay, the theorem applies when the toggling-frame Hamiltonians, weighted by their delays, read the same forwards and backwards; the first-order correction, proportional to $M$, is then zero. Symmetric timing of the pulses does not by itself guarantee this condition.
